# The squared norm under no-jump evolution with Hermitian H falls at the total jump rate of the unnormalised state

In a quantum-jump simulation, one draws a random number r uniformly between 0 and 1, propagates an initially normalised state ψ with a non-Hermitian effective Hamiltonian, without renormalising it, and lets a jump occur when ‖ψ‖² has fallen to r. With jump operators L_k, this samples the jump time correctly if the squared norm lost up to time t equals the total jump rate ∑ ‖L_kψ‖², evaluated in the unnormalised ψ and integrated up to t. That equality is proved below for finitely many levels and jump operators and a Hermitian Hamiltonian H, with H and the L_k constant in time.

## Finitely many levels and jump channels

The system has finitely many basis states, indexed by `n`, and finitely many ways to jump, indexed by `κ`. Each jump operator L_k stands for one kind of jump, such as the emission of a photon into a given channel. With ħ = 1, write

K = ∑ L_k†L_k,  H_eff = H − (i/2)K,  R(v) = ∑ ‖L_k v‖².

```lean
import Mathlib

open Matrix

namespace NoJumpEvolution

noncomputable section

variable {n κ : Type*} [Fintype n] [Fintype κ]

/-- The squared norm of a state vector. -/
def sqNorm (v : n → ℂ) : ℝ := ∑ i, ‖v i‖ ^ 2

/-- The effective Hamiltonian `H - (i/2) ∑ L_k† L_k`. -/
def effectiveHamiltonian (H : Matrix n n ℂ) (L : κ → Matrix n n ℂ) : Matrix n n ℂ :=
  H - (Complex.I / 2) • ∑ k, (L k)ᴴ * L k

/-- The total jump rate `∑ ‖L_k v‖²` in the (unnormalised) state `v`. -/
def jumpRate (L : κ → Matrix n n ℂ) (v : n → ℂ) : ℝ := ∑ k, sqNorm (L k *ᵥ v)

/-- The no-jump Schrödinger equation `ψ' = -i H_eff ψ`. -/
def IsNoJumpSolution (H : Matrix n n ℂ) (L : κ → Matrix n n ℂ) (ψ : ℝ → n → ℂ) : Prop :=
  ∀ t, HasDerivAt ψ ((-Complex.I) • (effectiveHamiltonian H L *ᵥ ψ t)) t
```

Here `sqNorm` is the sum of squared moduli and `jumpRate` is R. The predicate `IsNoJumpSolution` says that ψ' = −iH_eff ψ at every real time, with H and the L_k constant.

The state is not renormalised along the way. If it is normalised at time zero, R(ψ) is therefore the probability density for the first jump after time zero to happen now. The jump rate given that no jump has yet occurred belongs to the normalised state and is R(ψ)/‖ψ‖², where ‖ψ‖² is nonzero.

Finiteness lets sums be handled term by term. By the definition of the adjoint,

⟨v, L_k†L_k v⟩ = ⟨L_k v, L_k v⟩ = ‖L_k v‖²,

and summing over k gives ⟨v, Kv⟩ = R(v). In Lean the inner product is `star v ⬝ᵥ w`. The first lemma identifies ⟨v, v⟩ with the squared norm, and the second carries out the sum by induction over the set of jump operators.

```lean
/-- The inner product of a state with itself is its squared norm. -/
theorem star_dotProduct_self (v : n → ℂ) : star v ⬝ᵥ v = (sqNorm v : ℂ) := by
  simp only [dotProduct, sqNorm, Pi.star_apply, Complex.ofReal_sum]
  refine Finset.sum_congr rfl fun i _ => ?_
  rw [← Complex.normSq_eq_norm_sq, Complex.normSq_eq_conj_mul_self]
  rfl

/-- For a vector `v` of any norm, `⟨v, (∑ L_k† L_k) v⟩` equals `∑ ‖L_k v‖²`. -/
theorem expectation_jump (L : κ → Matrix n n ℂ) (v : n → ℂ) :
    star v ⬝ᵥ ((∑ k, (L k)ᴴ * L k) *ᵥ v) = (jumpRate L v : ℂ) := by
  classical
  have key : ∀ s : Finset κ, star v ⬝ᵥ ((∑ k ∈ s, (L k)ᴴ * L k) *ᵥ v)
      = ∑ k ∈ s, (sqNorm (L k *ᵥ v) : ℂ) := by
    intro s
    induction s using Finset.induction_on with
    | empty => simp
    | insert a s ha ih =>
      rw [Finset.sum_insert ha, Finset.sum_insert ha, Matrix.add_mulVec, dotProduct_add, ih,
        ← Matrix.mulVec_mulVec, Matrix.dotProduct_mulVec, ← Matrix.star_mulVec,
        star_dotProduct_self]
  rw [key, jumpRate, Complex.ofReal_sum]
```

With infinitely many levels or channels, one would also need convergence of the sums and, for unbounded operators, conditions on their domains.

## A Hermitian H

Hermiticity means that H alone generates norm-preserving evolution, so all loss of norm comes from the jump operators. Since −i · (−i/2) = −1/2,

−iH_eff = −iH − K/2,

⟨v, −iH_eff v⟩ = −i⟨v, Hv⟩ − R(v)/2.

For Hermitian H the number ⟨v, Hv⟩ equals its own conjugate and is real. The first term is then purely imaginary, which leaves

2 Re⟨v, −iH_eff v⟩ = −R(v).

```lean
/-- For Hermitian `H`, twice the real part of `⟨v, -i H_eff v⟩` is `-∑ ‖L_k v‖²`. -/
theorem norm_loss {H : Matrix n n ℂ} (hH : H.IsHermitian) (L : κ → Matrix n n ℂ) (v : n → ℂ) :
    2 * (star v ⬝ᵥ ((-Complex.I) • (effectiveHamiltonian H L *ᵥ v))).re = -jumpRate L v := by
  -- the energy expectation value is real
  have hz : star v ⬝ᵥ (H *ᵥ v) = star (star v ⬝ᵥ (H *ᵥ v)) :=
    calc star v ⬝ᵥ (H *ᵥ v) = star (star (H *ᵥ v) ⬝ᵥ v) := Matrix.star_dotProduct _ _
      _ = star (star v ⬝ᵥ (H *ᵥ v)) := by
        rw [Matrix.star_mulVec, hH.eq, ← Matrix.dotProduct_mulVec]
  have him' : (star v ⬝ᵥ (H *ᵥ v)).im = -(star v ⬝ᵥ (H *ᵥ v)).im :=
    (congrArg Complex.im hz).trans (Complex.conj_im _)
  have him : (star v ⬝ᵥ (H *ᵥ v)).im = 0 := by linarith
  rw [effectiveHamiltonian, dotProduct_smul, Matrix.sub_mulVec, Matrix.smul_mulVec,
    dotProduct_sub, dotProduct_smul, expectation_jump, smul_eq_mul, smul_eq_mul]
  generalize star v ⬝ᵥ (H *ᵥ v) = z at him
  generalize jumpRate L v = r
  have h : -Complex.I * (z - Complex.I / 2 * (r : ℂ)) = -Complex.I * z - ((r / 2 : ℝ) : ℂ) := by
    push_cast
    linear_combination ((r : ℂ) / 2) * Complex.I_sq
  rw [h]
  simp only [Complex.sub_re, Complex.mul_re, Complex.neg_re, Complex.neg_im, Complex.I_re,
    Complex.I_im, Complex.ofReal_re, him]
  ring
```

In `norm_loss`, `hz` is the statement that the energy expectation value equals its conjugate, and `him` draws the conclusion that its imaginary part vanishes. The `linear_combination` step supplies i² = −1.

Without Hermiticity the right-hand side would be 2 Im⟨v, Hv⟩ − R(v). A gain term in H could then make the norm grow, and an absorbing term would remove norm that no recorded jump accounts for.

## The no-jump equation at every time

The equation describes the state conditioned on the absence of jumps. Let S(t) = ‖ψ(t)‖². Differentiating component by component and inserting the equation gives

S' = ∑_i (ψ_i'* ψ_i + ψ_i* ψ_i') = 2 Re⟨ψ, ψ'⟩ = −R(ψ).

```lean
/-- For Hermitian `H`, the squared norm of a no-jump solution `ψ` has derivative `-∑ ‖L_k ψ‖²`. -/
theorem hasDerivAt_sqNorm {H : Matrix n n ℂ} (hH : H.IsHermitian) {L : κ → Matrix n n ℂ}
    {ψ : ℝ → n → ℂ} (hψ : IsNoJumpSolution H L ψ) (t : ℝ) :
    HasDerivAt (fun s => sqNorm (ψ s)) (-jumpRate L (ψ t)) t := by
  have hin : ∀ a b : ℂ, inner ℝ a b = (star a * b).re := by
    intro a b
    simp [Complex.inner, Complex.mul_re]
    ring
  have h := hasDerivAt_pi.mp (hψ t)
  have hs := HasDerivAt.fun_sum (u := Finset.univ) (fun i _ => (h i).norm_sq)
  refine HasDerivAt.congr_deriv hs ?_
  rw [← norm_loss hH L (ψ t)]
  simp only [dotProduct, Complex.re_sum, Finset.mul_sum, Pi.star_apply, hin]
```

The proof of `hasDerivAt_sqNorm` takes the same route: `hasDerivAt_pi` splits ψ into components, each squared modulus is differentiated, and `norm_loss` evaluates the sum.

Integrating from a to b gives

∫_a^b R(ψ(s)) ds = S(a) − S(b).

```lean
/-- The squared norm of a state vector is nonnegative. -/
theorem sqNorm_nonneg (v : n → ℂ) : 0 ≤ sqNorm v :=
  Finset.sum_nonneg fun _ _ => by positivity

/-- For Hermitian `H`, the integral of `∑ ‖L_k ψ‖²` from `a` to `b` is the squared norm of the
no-jump solution `ψ` at `a` minus that at `b`. -/
theorem integral_jumpRate {H : Matrix n n ℂ} (hH : H.IsHermitian) {L : κ → Matrix n n ℂ}
    {ψ : ℝ → n → ℂ} (hψ : IsNoJumpSolution H L ψ) (a b : ℝ) :
    ∫ s in a..b, jumpRate L (ψ s) = sqNorm (ψ a) - sqNorm (ψ b) := by
  have hc : Continuous ψ := continuous_iff_continuousAt.mpr fun t => (hψ t).continuousAt
  have hr : Continuous fun s => jumpRate L (ψ s) := by
    unfold jumpRate sqNorm
    refine continuous_finsetSum _ fun k _ => continuous_finsetSum _ fun i _ => ?_
    have hk : Continuous fun s => L k *ᵥ ψ s := Continuous.matrix_mulVec continuous_const hc
    exact ((continuous_apply i).comp hk).norm.pow 2
  have hd : ∀ s ∈ Set.uIcc a b,
      HasDerivAt (fun s => -sqNorm (ψ s)) (jumpRate L (ψ s)) s := fun s _ =>
    (hasDerivAt_sqNorm hH hψ s).fun_neg.congr_deriv (neg_neg _)
  rw [intervalIntegral.integral_eq_sub_of_hasDerivAt hd (hr.intervalIntegrable a b)]
  ring
```

The fundamental theorem of calculus needs an integrable rate. Continuous differentiability of ψ is not assumed separately: a solution is differentiable, hence continuous, and so R(ψ) is continuous too.

If ψ obeys a different equation, the balance can fail. Leaving out the factor 1/2 in H_eff, for instance, gives S' = −2R(ψ), so the squared norm lost is twice the accumulated rate. A code can test for this by accumulating R(ψ) by quadrature from time zero and comparing the result with S(0) − S(t); the two should agree within the integration error.

## A normalised initial state

The condition ‖ψ(0)‖² = 1 says that at time zero it is certain that no jump has happened. It turns S(0) − S(t) into 1 − S(t).

```lean
/-- For Hermitian `H` and a no-jump solution normalised at time zero, the squared norm `S = ‖ψ‖²`
has `S' = -∑ ‖L_k ψ‖²`, is nonincreasing, and `1 - S(t)` is the jump rate integrated from `0` to
`t`. -/
theorem no_jump_probability {H : Matrix n n ℂ} (hH : H.IsHermitian) {L : κ → Matrix n n ℂ}
    {ψ : ℝ → n → ℂ} (hψ : IsNoJumpSolution H L ψ) (h0 : sqNorm (ψ 0) = 1) :
    (∀ t, HasDerivAt (fun s => sqNorm (ψ s)) (-∑ k, sqNorm (L k *ᵥ ψ t)) t) ∧
    Antitone (fun t => sqNorm (ψ t)) ∧
    ∀ t, 1 - sqNorm (ψ t) = ∫ s in (0 : ℝ)..t, ∑ k, sqNorm (L k *ᵥ ψ s) := by
  have hd := hasDerivAt_sqNorm hH hψ
  refine ⟨hd, antitone_of_deriv_nonpos (fun t => (hd t).differentiableAt) fun t => ?_,
    fun t => ?_⟩
  · rw [(hd t).deriv]
    exact neg_nonpos.mpr (Finset.sum_nonneg fun k _ => sqNorm_nonneg _)
  · rw [← h0]
    exact (integral_jumpRate hH hψ 0 t).symm
```

The theorem has three parts: S' = −∑‖L_kψ‖² at every t, S is nonincreasing (`Antitone`), and

1 − S(t) = ∫₀ᵗ ∑ ‖L_kψ(s)‖² ds.

The second part follows from R ≥ 0, and the third is the integral above with a = 0. Both also hold for negative t, where S(t) ≥ 1 and the integral runs backwards; the reading of S as a probability, which is the physical interpretation of the model, applies for t ≥ 0.

Since S is continuous, a code can locate the jump time by bisection once S has dropped below r. Monotonicity ensures that S did not dip below r and recover before the bracketing interval. At that time channel k is chosen with probability ‖L_kψ‖²/R(ψ), and the state L_kψ is normalised and a new r is drawn before propagation resumes.

Without normalisation the balance still holds in the form S(0) − S(t), but r would have to be compared with S(t)/S(0).

## A positive time for detecting dark states

Here a state is called dark if every jump operator annihilates it. Its jump rate is then zero at that moment, though H may carry it into a state that can jump. For Hermitian H, ψ normalised at time zero and t > 0, S(t) = 1 holds exactly when ψ(s) is dark for every s in [0, t].

If S(t) = 1, then S, being nonincreasing with equal end values, is constant on [0, t]. Hence S' = 0 there and R(ψ(s)) = 0. A sum of nonnegative terms vanishes only if each term does, so L_kψ(s) = 0 for every k. Conversely, if all these vectors vanish, the integral is zero and S(t) = 1.

```lean
/-- The no-jump probability is still one at a time `t > 0` exactly when every jump operator
annihilates the state throughout `[0, t]`. -/
theorem no_loss_iff_dark {H : Matrix n n ℂ} (hH : H.IsHermitian) {L : κ → Matrix n n ℂ}
    {ψ : ℝ → n → ℂ} (hψ : IsNoJumpSolution H L ψ) (h0 : sqNorm (ψ 0) = 1) {t : ℝ} (ht : 0 < t) :
    sqNorm (ψ t) = 1 ↔ ∀ s ∈ Set.Icc 0 t, ∀ k, L k *ᵥ ψ s = 0 := by
  obtain ⟨hd, hanti, hint⟩ := no_jump_probability hH hψ h0
  constructor
  · intro h1 s hs k
    -- a monotone function with equal end values is constant in between
    have hconst : ∀ y ∈ Set.Icc 0 t, sqNorm (ψ y) = 1 := fun y hy =>
      le_antisymm ((hanti hy.1).trans_eq h0) (h1.symm.trans_le (hanti hy.2))
    have hz := UniqueDiffWithinAt.eq_deriv _ (uniqueDiffOn_Icc ht s hs)
      (hd s).hasDerivWithinAt
      ((hasDerivWithinAt_const s (Set.Icc 0 t) (1 : ℝ)).congr hconst (hconst s hs))
    have hk := (Finset.sum_eq_zero_iff_of_nonneg fun k _ => sqNorm_nonneg (L k *ᵥ ψ s)).mp
      (neg_eq_zero.mp hz) k (Finset.mem_univ k)
    funext i
    have hi := (Finset.sum_eq_zero_iff_of_nonneg fun i _ => sq_nonneg ‖(L k *ᵥ ψ s) i‖).mp
      hk i (Finset.mem_univ i)
    exact norm_eq_zero.mp (pow_eq_zero_iff two_ne_zero |>.mp hi)
  · intro h
    have hi : ∫ s in (0 : ℝ)..t, ∑ k, sqNorm (L k *ᵥ ψ s) = ∫ _s in (0 : ℝ)..t, (0 : ℝ) := by
      refine intervalIntegral.integral_congr fun s hs => ?_
      rw [Set.uIcc_of_le ht.le] at hs
      simp [h s hs, sqNorm]
    have h2 := hint t
    rw [hi, intervalIntegral.integral_zero] at h2
    linarith
```

The proof compares two derivatives of S within [0, t], the zero of a constant function and −R(ψ(s)). They must agree because an interval of positive length determines the derivative even at its ends, and this is where `ht` enters. At t = 0 the equivalence fails: S(0) = 1 always holds, yet the initial state need not be dark.

## The same total decay rate for every state

Suppose that K = γ·1, with H Hermitian and ψ normalised at time zero as before. Every normalised state then jumps at the same total rate γ, as with the three Pauli matrices each multiplied by √(γ/3). Now R(v) = γ‖v‖², so S' = −γS and

d/ds [S(s) e^{γs}] = −γS e^{γs} + γS e^{γs} = 0.

The product keeps its initial value 1, and S(t) = e^{−γt}.

```lean
/-- If `∑ L_k† L_k = γ 1`, the no-jump probability decays as `exp (-γ t)`. -/
theorem exponential_decay [DecidableEq n] {H : Matrix n n ℂ} (hH : H.IsHermitian)
    {L : κ → Matrix n n ℂ} {ψ : ℝ → n → ℂ} (hψ : IsNoJumpSolution H L ψ)
    (h0 : sqNorm (ψ 0) = 1) {γ : ℝ} (hL : ∑ k, (L k)ᴴ * L k = (γ : ℂ) • 1) (t : ℝ) :
    sqNorm (ψ t) = Real.exp (-(γ * t)) := by
  have hrate : ∀ v, jumpRate L v = γ * sqNorm v := by
    intro v
    have h := expectation_jump L v
    rw [hL, Matrix.smul_mulVec, Matrix.one_mulVec, dotProduct_smul, star_dotProduct_self,
      smul_eq_mul] at h
    exact_mod_cast h.symm
  -- the product of the probability and `exp (γ s)` is conserved
  have hg : ∀ s, HasDerivAt (fun s => sqNorm (ψ s) * Real.exp (γ * s)) 0 s := by
    intro s
    have he : HasDerivAt (fun s : ℝ => γ * s) γ s := by
      simpa using (hasDerivAt_id s).const_mul γ
    refine ((hasDerivAt_sqNorm hH hψ s).fun_mul he.exp).congr_deriv ?_
    rw [hrate]
    ring
  have h := is_const_of_deriv_eq_zero (fun s => (hg s).differentiableAt)
    (fun s => (hg s).deriv) t 0
  simp only [h0, mul_zero, Real.exp_zero, mul_one] at h
  rw [Real.exp_neg]
  exact eq_inv_of_mul_eq_one_left h
```

In the proof, `hrate` is the relation R(v) = γ‖v‖² and `hg` is the conserved product. For γ > 0 the jump time is then t = −ln(r)/γ, with no need to propagate the state to find it. The smallest case is a single level: each L_k is a number, K is automatically a multiple of 1, and H contributes only a phase.

## A nonnegative rate in the two-level atom

Without K = γ·1 the decay need not be exponential. Take a lower level 0 with energy 0, an upper level 1 with energy ω, and one jump operator that takes the upper level to the lower at rate γ ≥ 0. Then K = diag(0, γ) and H_eff = diag(0, ω − iγ/2), so the amplitudes are

ψ₀(t) = a,  ψ₁(t) = b e^{−(iω + γ/2)t},  |a|² + |b|² = 1.

```lean
/-- The Hamiltonian of a two-level atom with level energies `0` and `ω`. -/
def atomH (ω : ℝ) : Matrix (Fin 2) (Fin 2) ℂ := !![0, 0; 0, (ω : ℂ)]

/-- The single jump operator taking the upper level to the lower one at rate `γ`. -/
def atomL (γ : ℝ) : Unit → Matrix (Fin 2) (Fin 2) ℂ := fun _ => !![0, (√γ : ℂ); 0, 0]

/-- A superposition whose upper amplitude oscillates at `ω` and is damped at `γ / 2`. -/
def atomState (ω γ : ℝ) (a b : ℂ) (t : ℝ) : Fin 2 → ℂ :=
  ![a, b * Complex.exp (-(Complex.I * ω + γ / 2) * t)]

/-- The decaying two-level atom has a Hermitian Hamiltonian, and its damped superposition solves
the no-jump equation and is normalised at time zero. -/
theorem no_jump_witness (ω : ℝ) {γ : ℝ} (hγ : 0 ≤ γ) {a b : ℂ} (hab : ‖a‖ ^ 2 + ‖b‖ ^ 2 = 1) :
    (atomH ω).IsHermitian ∧ IsNoJumpSolution (atomH ω) (atomL γ) (atomState ω γ a b) ∧
    sqNorm (atomState ω γ a b 0) = 1 := by
  have hs : (√γ : ℂ) * (√γ : ℂ) = γ := by rw [← Complex.ofReal_mul, Real.mul_self_sqrt hγ]
  have heff : effectiveHamiltonian (atomH ω) (atomL γ)
      = !![0, 0; 0, (ω : ℂ) - Complex.I / 2 * γ] := by
    ext i j
    fin_cases i <;> fin_cases j <;>
      simp [effectiveHamiltonian, atomH, atomL, Matrix.mul_apply, Fin.sum_univ_two, hs]
  refine ⟨?_, fun t => ?_, by simp [sqNorm, atomState, Fin.sum_univ_two, hab]⟩
  · ext i j
    fin_cases i <;> fin_cases j <;> simp [atomH]
  rw [heff]
  refine hasDerivAt_pi.mpr (Fin.forall_fin_two.mpr ⟨?_, ?_⟩)
  · have h : HasDerivAt (fun s => atomState ω γ a b s 0) 0 t := hasDerivAt_const t a
    refine h.congr_deriv ?_
    simp [dotProduct, Fin.sum_univ_two]
  · have h1 : HasDerivAt (fun s : ℝ => -(Complex.I * ω + γ / 2) * (s : ℂ))
        (-(Complex.I * ω + γ / 2)) t := by
      simpa using ((hasDerivAt_id t).ofReal_comp).const_mul (-(Complex.I * ω + γ / 2))
    have h2 : HasDerivAt (fun s => atomState ω γ a b s 1)
        (b * (Complex.exp (-(Complex.I * ω + γ / 2) * t) * -(Complex.I * ω + γ / 2))) t :=
      h1.cexp.const_mul b
    have e : ((-Complex.I) • (!![0, 0; 0, (ω : ℂ) - Complex.I / 2 * γ] *ᵥ
        atomState ω γ a b t)) 1 = -Complex.I * (((ω : ℂ) - Complex.I / 2 * γ) *
        (b * Complex.exp (-(Complex.I * ω + γ / 2) * t))) := by
      simp [atomState]
      ring
    refine h2.congr_deriv ?_
    rw [e]
    linear_combination
      (-(γ * b * Complex.exp (-(Complex.I * ω + γ / 2) * t) / 2)) * Complex.I_sq

end

end NoJumpEvolution
```

The theorem `no_jump_witness` confirms that this example satisfies all the hypotheses of the main result. Its proof computes H_eff entry by entry and differentiates the two amplitudes. The condition γ ≥ 0 is used for √γ·√γ = γ; a negative γ in the amplitudes would make the squared norm grow whenever b ≠ 0, which is impossible for a no-jump solution with Hermitian H.

Reading the squared norm off the amplitudes gives

S(t) = |a|² + |b|² e^{−γt}.

For γ > 0 this tends to |a|², which is zero only if the atom starts entirely in its upper level. If r ≤ |a|² and b ≠ 0, the squared norm never reaches r and the atom never jumps, so a simulation also needs a final time at which to stop. Meanwhile the upper-level population of the normalised state, |b|²e^{−γt}/S(t), falls towards zero when a and b are both nonzero: the absence of a jump is itself evidence that the atom is in its lower level.

```lean
#print axioms NoJumpEvolution.integral_jumpRate
#print axioms NoJumpEvolution.no_loss_iff_dark
#print axioms NoJumpEvolution.exponential_decay
```

```
'NoJumpEvolution.integral_jumpRate' depends on axioms: [propext, Classical.choice, Quot.sound]
'NoJumpEvolution.no_loss_iff_dark' depends on axioms: [propext, Classical.choice, Quot.sound]
'NoJumpEvolution.exponential_decay' depends on axioms: [propext, Classical.choice, Quot.sound]
```
